# For real symmetric positive definite $A$ and $B$, the Laplace integral of $e^{-tA}Ce^{-tB}$ is the unique solution of $AX+XB=C$

Q: Which objects are we talking about, and in which basis?

A: $A$ is a real $m\times m$ matrix, $B$ a real $n\times n$ matrix, and $C$ and the unknown $X$ are real $m\times n$ matrices. In the application, $m$ labels virtual orbitals and $n$ occupied ones, both sets orthonormal. $A$ and $B$ are energies, $t$ is an inverse energy, and $C$ is the driving term with its sign included. In Lean, `m` and `n` are arbitrary finite index types, so the two spaces may differ in size.

```lean
import Mathlib

open Matrix MeasureTheory Set NormedSpace

namespace NoncanonicalLaplace

noncomputable section

variable {m n : Type*} [Fintype m] [DecidableEq m] [Fintype n] [DecidableEq n]
```

The integrand is the product $K(t)=e^{-tA}\,C\,e^{-tB}$.

```lean
/-- The Laplace integrand `exp(-tA) C exp(-tB)`. -/
def laplaceKernel (A : Matrix m m ℝ) (B : Matrix n n ℝ) (C : Matrix m n ℝ) (t : ℝ) :
    Matrix m n ℝ :=
  NormedSpace.exp ((-t) • A) * C * NormedSpace.exp ((-t) • B)
```

Q: Is that exponential taken entry by entry?

A: No, `NormedSpace.exp` is the matrix exponential, defined by its power series. Only the integral is taken entry by entry, over $t>0$:

```lean
/-- The matrix of integrals over `t > 0` of the entries of the Laplace integrand. -/
def laplaceAmplitude (A : Matrix m m ℝ) (B : Matrix n n ℝ) (C : Matrix m n ℝ) :
    Matrix m n ℝ :=
  Matrix.of fun i j => ∫ t in Ioi (0 : ℝ), laplaceKernel A B C t i j
```

The last definition is the familiar canonical rule: divide $M_{kl}$ by $a_k+b_l$.

```lean
/-- Division of each matrix element by its energy denominator `a k + b l`,
meant for denominators that are all nonzero. -/
def divideByDenominators (a : m → ℝ) (b : n → ℝ) (M : Matrix m n ℝ) : Matrix m n ℝ :=
  Matrix.of fun k l => M k l / (a k + b l)
```

Q: In canonical orbitals I would divide by the denominators and be done. What is gained here?

A: With localised orbitals the Fock blocks are generally not diagonal, and there is no denominator to divide by element by element. For fixed, finite, real blocks with the positivity stated in the title, the exact integral still gives the amplitudes, and its integrand treats the virtual and occupied sides as separate factors. That is the identity behind Laplace-transform treatments of perturbation theory; the error of a finite quadrature in $t$ is a separate matter.

Q: Show me the derivation without Lean.

A: Diagonalise both matrices:

$$A=U\,\mathrm{diag}(a)\,U^T,\qquad B=V\,\mathrm{diag}(b)\,V^T,$$

with $U,V$ orthogonal and all $a_k,b_l>0$. Since $(U\,\mathrm{diag}(a)\,U^T)^p=U\,\mathrm{diag}(a)^p\,U^T$, the power series gives $e^{-tA}=U\,\mathrm{diag}(e^{-ta_k})\,U^T$, and likewise for $B$. Put $\tilde C=U^TCV$. Then

$$K_{ij}(t)=\sum_l\sum_k U_{ik}\,\tilde C_{kl}\,e^{-(a_k+b_l)t}\,V_{jl}.$$

This is a finite sum of decaying exponentials, so it is integrable over $t>0$. Because $\int_0^\infty e^{-(a_k+b_l)t}\,dt=1/(a_k+b_l)$,

$$\int_0^\infty K_{ij}(t)\,dt=\sum_l\sum_k U_{ik}\,\frac{\tilde C_{kl}}{a_k+b_l}\,V_{jl}.$$

Now take the equation $AX+XB=C$ by itself. Multiply by $U^T$ from the left and $V$ from the right, and set $Y=U^TXV$. It becomes

$$(a_k+b_l)\,Y_{kl}=\tilde C_{kl}.$$

The denominators are positive, so $Y_{kl}=\tilde C_{kl}/(a_k+b_l)$ is the only solution. The rotation is invertible, so $X=UYV^T$ is the only solution of the original equation, and it is the integral found above.

Q: What does this become for one virtual and one occupied orbital?

A: All matrices are numbers, and the result reads $X=\int_0^\infty C\,e^{-(A+B)t}\,dt=C/(A+B)$.

Q: Now the Lean proof. Does it assume the eigenbasis?

A: It derives it from positive definiteness. For a real matrix, `PosDef` means symmetric with $x^TAx>0$ for every nonzero $x$. Mathlib's spectral theorem supplies the unitary eigenvector matrix and the eigenvalues; over the reals its adjoint is its transpose, which is what `hs` records.

```lean
/-- A real symmetric positive definite matrix is diagonalised by an orthogonal matrix,
with positive eigenvalues. -/
theorem exists_eigenbasis {A : Matrix m m ℝ} (hA : A.PosDef) :
    ∃ (U : Matrix m m ℝ) (a : m → ℝ),
      (∀ k, 0 < a k) ∧ Uᵀ * U = 1 ∧ A = U * diagonal a * Uᵀ := by
  have hs : star (hA.isHermitian.eigenvectorUnitary : Matrix m m ℝ) =
      (hA.isHermitian.eigenvectorUnitary : Matrix m m ℝ)ᵀ := by
    rw [star_eq_conjTranspose, conjTranspose_eq_transpose_of_trivial]
  refine ⟨hA.isHermitian.eigenvectorUnitary, hA.isHermitian.eigenvalues,
    fun k => hA.eigenvalues_pos k, ?_, ?_⟩
  · rw [← hs]
    exact mem_unitaryGroup_iff'.mp hA.isHermitian.eigenvectorUnitary.2
  · have h := hA.isHermitian.spectral_theorem
    rw [Unitary.conjStarAlgAut_apply, hs] at h
    exact h
```

The next lemma is the power-series step. `Matrix.exp_conj` moves the exponential through the change of basis, and `Matrix.exp_diagonal` reduces it to the diagonal. The step `h2` then identifies each diagonal entry with the ordinary real exponential.

```lean
/-- In an orthogonal eigenbasis the matrix exponential exponentiates the eigenvalues. -/
theorem exp_eigenbasis {U : Matrix m m ℝ} (hU : Uᵀ * U = 1) (a : m → ℝ) (s : ℝ) :
    NormedSpace.exp (s • (U * diagonal a * Uᵀ)) =
      U * diagonal (fun k => Real.exp (s * a k)) * Uᵀ := by
  have hinv : U⁻¹ = Uᵀ := Matrix.inv_eq_left_inv hU
  have hu : IsUnit U := ⟨⟨U, Uᵀ, mul_eq_one_comm.mp hU, hU⟩, rfl⟩
  have h := Matrix.exp_conj U (diagonal (fun k => s * a k)) hu
  rw [hinv, Matrix.exp_diagonal] at h
  have hd : diagonal (fun k => s * a k) = s • diagonal a := Matrix.diagonal_smul s a
  have h1 : s • (U * diagonal a * Uᵀ) = U * diagonal (fun k => s * a k) * Uᵀ := by
    rw [hd, Matrix.mul_smul, Matrix.smul_mul]
  have h2 : NormedSpace.exp (fun k => s * a k : m → ℝ) =
      fun k => Real.exp (s * a k) := by
    ext k
    rw [Real.exp_eq_exp_ℝ]
    -- evaluation at one index is a continuous ring homomorphism
    exact NormedSpace.map_exp (Pi.evalRingHom (fun _ : m => ℝ) k) (continuous_apply k)
      (fun k => s * a k)
  rw [h1, h, h2]
```

Q: Where do the two exponentials merge into one denominator?

A: Here. The auxiliary equation `hN` compares entries: the factors $e^{-ta_k}$ and $e^{-tb_l}$ on either side of $\tilde C_{kl}$ combine through `Real.exp_add` into $e^{-(a_k+b_l)t}$.

```lean
/-- For blocks `U diag(a) Uᵀ` and `V diag(b) Vᵀ` with `U` and `V` orthogonal, each element of the
Laplace integrand in the eigenbases is a constant times `exp(-(a k + b l) t)`. -/
theorem laplaceKernel_eigenbasis {U : Matrix m m ℝ} {V : Matrix n n ℝ}
    (hU : Uᵀ * U = 1) (hV : Vᵀ * V = 1) (a : m → ℝ) (b : n → ℝ)
    (C : Matrix m n ℝ) (t : ℝ) :
    laplaceKernel (U * diagonal a * Uᵀ) (V * diagonal b * Vᵀ) C t =
      U * Matrix.of (fun k l => (Uᵀ * C * V) k l * Real.exp (-(a k + b l) * t)) * Vᵀ := by
  have hN : Matrix.of (fun k l => (Uᵀ * C * V) k l * Real.exp (-(a k + b l) * t)) =
      diagonal (fun k => Real.exp (-t * a k)) * (Uᵀ * C * V) *
        diagonal (fun l => Real.exp (-t * b l)) := by
    ext k l
    rw [Matrix.mul_diagonal, Matrix.diagonal_mul, Matrix.of_apply,
      show -(a k + b l) * t = -t * a k + -t * b l by ring, Real.exp_add]
    ring
  rw [laplaceKernel, exp_eigenbasis hU, exp_eigenbasis hV, hN]
  simp only [Matrix.mul_assoc]
```

Q: And the exchange of sum and integral?

A: The sums are finite, so integrability of each term is enough. In the next proof, `entry` writes out the double sum, `hint` shows that each term is integrable, and `hval` evaluates the scalar integral. Two uses of `integral_finsetSum` then take the integral inside the sums over $l$ and $k$. This lemma asks only for $a_k+b_l>0$, not for each eigenvalue to be positive.

```lean
/-- If all denominators `a k + b l` are positive, the entries of the Laplace integrand are
integrable over `t > 0`, and the integral is the matrix obtained by dividing by the
denominators in the eigenbases and rotating back. -/
theorem laplaceAmplitude_eigenbasis {U : Matrix m m ℝ} {V : Matrix n n ℝ}
    (hU : Uᵀ * U = 1) (hV : Vᵀ * V = 1) {a : m → ℝ} {b : n → ℝ}
    (hab : ∀ k l, 0 < a k + b l) (C : Matrix m n ℝ) :
    (∀ i j, IntegrableOn (fun t => laplaceKernel (U * diagonal a * Uᵀ)
      (V * diagonal b * Vᵀ) C t i j) (Ioi 0)) ∧
    laplaceAmplitude (U * diagonal a * Uᵀ) (V * diagonal b * Vᵀ) C =
      U * divideByDenominators a b (Uᵀ * C * V) * Vᵀ := by
  have entry : ∀ (N : Matrix m n ℝ) (i : m) (j : n),
      (U * N * Vᵀ) i j = ∑ l, ∑ k, U i k * N k l * V j l := by
    intro N i j
    simp only [Matrix.mul_apply, Matrix.transpose_apply, Finset.sum_mul]
  -- each term is a constant times a decaying exponential
  have hint : ∀ (i : m) (j : n) (k : m) (l : n), Integrable (fun t : ℝ =>
      U i k * ((Uᵀ * C * V) k l * Real.exp (-(a k + b l) * t)) * V j l)
      (volume.restrict (Ioi 0)) := by
    intro i j k l
    have h : Integrable (fun t : ℝ => Real.exp (-(a k + b l) * t))
        (volume.restrict (Ioi 0)) := exp_neg_integrableOn_Ioi 0 (hab k l)
    exact ((h.const_mul _).const_mul _).mul_const _
  have hval : ∀ k l, ∫ t in Ioi (0 : ℝ), Real.exp (-(a k + b l) * t) =
      1 / (a k + b l) := by
    intro k l
    rw [integral_exp_mul_Ioi (by linarith [hab k l]) 0, mul_zero, Real.exp_zero,
      neg_div_neg_eq]
  constructor
  · intro i j
    simp only [laplaceKernel_eigenbasis hU hV, entry, Matrix.of_apply]
    exact integrable_finsetSum _ fun l _ => integrable_finsetSum _ fun k _ => hint i j k l
  · ext i j
    simp only [laplaceAmplitude, divideByDenominators, laplaceKernel_eigenbasis hU hV,
      entry, Matrix.of_apply]
    rw [integral_finsetSum _ fun l _ => integrable_finsetSum _ fun k _ => hint i j k l]
    refine Finset.sum_congr rfl fun l _ => ?_
    rw [integral_finsetSum _ fun k _ => hint i j k l]
    refine Finset.sum_congr rfl fun k _ => ?_
    rw [integral_mul_const, integral_const_mul, integral_const_mul, hval, mul_one_div]
```

Q: So far you have computed an integral. Nothing says that it solves the amplitude equation.

A: That half is proved without any integral. For diagonal blocks, the equation is read at one entry $(k,l)$ and divided by the nonzero denominator; the converse multiplies back.

```lean
/-- With diagonal blocks and nonzero denominators, the amplitude equation is solved
exactly by division by the denominators. -/
theorem canonical_equation_iff {a : m → ℝ} {b : n → ℝ} (hab : ∀ k l, a k + b l ≠ 0)
    (M Y : Matrix m n ℝ) :
    diagonal a * Y + Y * diagonal b = M ↔ Y = divideByDenominators a b M := by
  constructor
  · intro h
    ext k l
    have hkl := congrFun (congrFun h k) l
    rw [Matrix.add_apply, Matrix.diagonal_mul, Matrix.mul_diagonal] at hkl
    rw [divideByDenominators, Matrix.of_apply, eq_div_iff (hab k l)]
    linear_combination hkl
  · rintro rfl
    ext k l
    rw [Matrix.add_apply, Matrix.diagonal_mul, Matrix.mul_diagonal,
      divideByDenominators, Matrix.of_apply]
    linear_combination div_mul_cancel₀ (M k l) (hab k l)
```

For general blocks, the forward direction rotates the equation into the eigenbases, applies the diagonal result to $Y=U^TXV$, and rotates back. The reverse direction substitutes the rotated solution and collects terms in the `calc` block. The helpers `cU`, `cU'` and `cV` cancel products such as $U^TU$.

```lean
/-- For blocks with orthogonal eigenbases and nonzero denominators, the unique solution of
the amplitude equation is the canonical one rotated back to the original basis. -/
theorem noncanonical_equation_iff {U : Matrix m m ℝ} {V : Matrix n n ℝ}
    (hU : Uᵀ * U = 1) (hV : Vᵀ * V = 1) {a : m → ℝ} {b : n → ℝ}
    (hab : ∀ k l, a k + b l ≠ 0) (C X : Matrix m n ℝ) :
    U * diagonal a * Uᵀ * X + X * (V * diagonal b * Vᵀ) = C ↔
      X = U * divideByDenominators a b (Uᵀ * C * V) * Vᵀ := by
  have hU' : U * Uᵀ = 1 := mul_eq_one_comm.mp hU
  have hV' : V * Vᵀ = 1 := mul_eq_one_comm.mp hV
  have cU : ∀ Z : Matrix m n ℝ, Uᵀ * (U * Z) = Z := fun Z => by
    rw [← Matrix.mul_assoc, hU, Matrix.one_mul]
  have cU' : ∀ Z : Matrix m n ℝ, U * (Uᵀ * Z) = Z := fun Z => by
    rw [← Matrix.mul_assoc, hU', Matrix.one_mul]
  have cV : ∀ Z : Matrix n n ℝ, Vᵀ * (V * Z) = Z := fun Z => by
    rw [← Matrix.mul_assoc, hV, Matrix.one_mul]
  constructor
  · intro h
    -- rotate the equation into the eigenbases
    have hY : diagonal a * (Uᵀ * X * V) + (Uᵀ * X * V) * diagonal b = Uᵀ * C * V := by
      rw [← h]
      simp only [Matrix.mul_add, Matrix.add_mul, Matrix.mul_assoc, cU, hV, Matrix.mul_one]
    rw [← (canonical_equation_iff hab _ _).mp hY]
    simp only [Matrix.mul_assoc, cU', hV', Matrix.mul_one]
  · intro h
    have hY := (canonical_equation_iff hab (Uᵀ * C * V) _).mpr rfl
    rw [h]
    generalize divideByDenominators a b (Uᵀ * C * V) = Y at hY ⊢
    calc U * diagonal a * Uᵀ * (U * Y * Vᵀ) + U * Y * Vᵀ * (V * diagonal b * Vᵀ)
        = U * (diagonal a * Y + Y * diagonal b) * Vᵀ := by
          simp only [Matrix.mul_add, Matrix.add_mul, Matrix.mul_assoc, cU, cV]
      _ = C := by
          rw [hY]
          simp only [Matrix.mul_assoc, cU', hV', Matrix.mul_one]
```

Q: What exactly does the main theorem say, then?

A: It takes `hA : A.PosDef`, `hB : B.PosDef` and any `C`, and has two parts. First, for all `i` and `j`, the entry of the integrand is integrable on `Ioi 0`, the open half-line $t>0$. Second, for every `X`, the equation `A * X + X * B = C` holds if and only if `X = laplaceAmplitude A B C`. Read from right to left, this says that the integral is a solution; read from left to right, that there is no other. The first part matters because Lean assigns the value zero to the integral of a non-integrable function, so the symbol alone would not guarantee convergence.

The proof obtains both eigenbases, adds the positive eigenvalues to get positive denominators, and compares the two expressions already found.

```lean
/-- Noncanonical Laplace transform: for real symmetric positive definite `A` and `B`, the
entries of `exp(-tA) C exp(-tB)` are integrable over `t > 0`, and their integral is the
unique solution of the amplitude equation `A X + X B = C`. -/
theorem noncanonical_laplace_transform {A : Matrix m m ℝ} {B : Matrix n n ℝ}
    (hA : A.PosDef) (hB : B.PosDef) (C : Matrix m n ℝ) :
    (∀ i j, IntegrableOn (fun t => laplaceKernel A B C t i j) (Ioi 0)) ∧
    ∀ X : Matrix m n ℝ, A * X + X * B = C ↔ X = laplaceAmplitude A B C := by
  obtain ⟨U, a, ha, hU, hAU⟩ := exists_eigenbasis hA
  obtain ⟨V, b, hb, hV, hBV⟩ := exists_eigenbasis hB
  have hab : ∀ k l, 0 < a k + b l := fun k l => add_pos (ha k) (hb l)
  obtain ⟨hint, hval⟩ := laplaceAmplitude_eigenbasis hU hV hab C
  rw [hAU, hBV]
  refine ⟨hint, fun X => ?_⟩
  rw [hval]
  exact noncanonical_equation_iff hU hV (fun k l => (hab k l).ne') C X
```

Q: Would positive semidefinite blocks do?

A: Not if both are relaxed. Take the $1\times1$ matrices $A=B=0$ and $C=1$. The integrand is constantly $1$, its integral diverges, and the equation $0\cdot X=1$ has no solution.

Nonzero denominators don't suffice for the integral either. With $A=B=-1$ and $C=1$, the equation has the unique solution $X=-\tfrac12$, but the integrand $e^{2t}$ grows.

Q: Then I have my objection. An occupied Fock block usually has negative eigenvalues, and a virtual block need not be positive. How does this reach electronic structure?

A: Through a reference level $\mu$ in the gap. The equation of interest is $F_vX-XF_o=C$. Set $A=F_v-\mu 1$ and $B=\mu 1-F_o$. Then

$$AX+XB=F_vX-\mu X+\mu X-XF_o=F_vX-XF_o,$$

so the level cancels. For real symmetric Fock blocks, asking that $A$ and $B$ be positive definite means that every eigenvalue of $F_v$ lies above $\mu$ and every eigenvalue of $F_o$ below it. In noncanonical orbitals it is not enough that the diagonal elements do so. This gap is an assumption about the reference state, not something derived from a Hamiltonian. Neither Fock block has to be diagonal or positive.

In Lean, the hypotheses `hv` and `ho` express the separation. The proof applies the main theorem to the shifted blocks and then verifies the cancellation displayed above. The corollary states only the equivalence; integrability comes from the first part of the main theorem, applied to the same shifted blocks.

```lean
/-- If the real symmetric Fock blocks `Fv` (virtual) and `Fo` (occupied) have all their eigenvalues
above and below `μ` respectively, the Laplace integral with the positive definite blocks `Fv - μ 1`
and `μ 1 - Fo` is the unique solution of `Fv X - X Fo = C`. -/
theorem fock_gap_laplace {Fv : Matrix m m ℝ} {Fo : Matrix n n ℝ} {μ : ℝ}
    (hv : (Fv - μ • (1 : Matrix m m ℝ)).PosDef)
    (ho : (μ • (1 : Matrix n n ℝ) - Fo).PosDef) (C X : Matrix m n ℝ) :
    Fv * X - X * Fo = C ↔
      X = laplaceAmplitude (Fv - μ • (1 : Matrix m m ℝ)) (μ • (1 : Matrix n n ℝ) - Fo) C := by
  rw [← (noncanonical_laplace_transform hv ho C).2 X]
  -- the shift by the level cancels between the two blocks
  have h : (Fv - μ • (1 : Matrix m m ℝ)) * X + X * (μ • (1 : Matrix n n ℝ) - Fo) =
      Fv * X - X * Fo := by
    rw [Matrix.sub_mul, Matrix.mul_sub, Matrix.smul_mul, Matrix.mul_smul,
      Matrix.one_mul, Matrix.mul_one]
    abel
  rw [h]

end

end NoncanonicalLaplace
```

Q: Is this the second-order doubles equation?

A: Not as it is written. Here $X$ carries one virtual and one occupied index, whereas a doubles amplitude carries two of each. The main theorem does allow `m` and `n` to be types of orbital pairs, but the file does not construct the pair matrices from the Fock blocks. It also treats $C$ as given, so an equation whose right-hand side depends on $X$ would need a further argument, and a nonorthogonal basis would bring in overlap matrices that do not appear here.

Q: So what I may take away is an identity for a linear equation with fixed blocks.

A: Yes: with a gap between those blocks, the amplitudes follow from the exact Laplace integral in whatever orthonormal orbitals you chose within each space.

```lean
#print axioms NoncanonicalLaplace.fock_gap_laplace
-- 'NoncanonicalLaplace.fock_gap_laplace' depends on axioms: [propext, Classical.choice, Quot.sound]
```
